# Energy shift for an adsorbate level coupled to a degenerate metal band, with overlaps proportional to the couplings

In a non-interacting model, one normalised adsorbate orbital of energy `e` is coupled by real amplitudes `V` to finitely many orthonormal metal states, all at energy `d`, and its overlaps with them are `-αV`. With H the Hamiltonian matrix and S the overlap matrix, the energy shift is the trace of S⁻¹H minus `e` and minus the trace of the metal block. `energyShift_degenerate` states that, with v = ⟨V,V⟩ and α²v ≠ 1, this shift equals (α²v(e + d) + 2αv)/(1 − α²v). The attempt specialises the general formula `energyShift_eq`, rewrites the products that occur in it with the auxiliary facts `hq`, `hD` and `hV`, and leaves the remaining algebra to `ring`.

Lean 4 with Mathlib refuses this proof:

```lean
import Mathlib

open Matrix

namespace EnergyShiftDegenerate

noncomputable section

variable {n : Type*} [Fintype n] [DecidableEq n]

/-- Hamiltonian of an adsorbate level `e` coupled by `V` to metal states with Hamiltonian `D`. -/
def hamiltonian (e : ℝ) (V : n → ℝ) (D : Matrix n n ℝ) : Matrix (Unit ⊕ n) (Unit ⊕ n) ℝ :=
  fromBlocks (of fun _ _ => e) (of fun _ j => V j) (of fun i _ => V i) D

/-- Overlap matrix of a normalized adsorbate orbital with orthonormal metal states; `s` holds
the adsorbate-metal overlaps. -/
def overlap (s : n → ℝ) : Matrix (Unit ⊕ n) (Unit ⊕ n) ℝ :=
  fromBlocks (of fun _ _ => 1) (of fun _ j => s j) (of fun i _ => s i) 1

/-- Block formula for the inverse overlap matrix, meant for `⟨s,s⟩ ≠ 1`. -/
def overlapInv (s : n → ℝ) : Matrix (Unit ⊕ n) (Unit ⊕ n) ℝ :=
  fromBlocks (of fun _ _ => (1 - s ⬝ᵥ s)⁻¹) (of fun _ j => -((1 - s ⬝ᵥ s)⁻¹ * s j))
    (of fun i _ => -((1 - s ⬝ᵥ s)⁻¹ * s i))
    (1 + of fun i j => (1 - s ⬝ᵥ s)⁻¹ * s i * s j)

/-- The trace of `S⁻¹H` minus the energies `e` and `trace D` of the uncoupled subsystems,
meant for `⟨s,s⟩ ≠ 1`. -/
def energyShift (e : ℝ) (V : n → ℝ) (D : Matrix n n ℝ) (s : n → ℝ) : ℝ :=
  ((overlap s)⁻¹ * hamiltonian e V D).trace - e - D.trace

/-- For `⟨s,s⟩ ≠ 1` the block formula inverts the overlap matrix. -/
theorem overlap_mul_overlapInv {s : n → ℝ} (hs : s ⬝ᵥ s ≠ 1) :
    overlap s * overlapInv s = 1 := by
  have hc : (1 - s ⬝ᵥ s)⁻¹ * (1 - s ⬝ᵥ s) = 1 := inv_mul_cancel₀ (sub_ne_zero.mpr hs.symm)
  unfold overlap overlapInv
  generalize (1 - s ⬝ᵥ s)⁻¹ = c at hc ⊢
  have h1 : ∑ k, s k * (c * s k) = c * (s ⬝ᵥ s) := by
    rw [dotProduct, Finset.mul_sum]
    exact Finset.sum_congr rfl fun k _ => by ring
  have h2 : ∀ j, ∑ k, s k * (c * s k * s j) = c * (s ⬝ᵥ s) * s j := fun j => by
    rw [dotProduct, Finset.mul_sum, Finset.sum_mul]
    exact Finset.sum_congr rfl fun k _ => by ring
  -- compare the four blocks entry by entry
  rw [← fromBlocks_one]
  ext (⟨⟩ | i) (⟨⟩ | j) <;>
  simp only [mul_apply, Fintype.sum_sum_type, fromBlocks_apply₁₁, fromBlocks_apply₁₂,
    fromBlocks_apply₂₁, fromBlocks_apply₂₂, of_apply, Matrix.add_apply, Matrix.zero_apply,
    Matrix.one_apply, Finset.univ_unique, Finset.sum_singleton, mul_neg, mul_add,
    Finset.sum_add_distrib, Finset.sum_neg_distrib, mul_ite, ite_mul, mul_one, mul_zero,
    one_mul, zero_mul, Finset.sum_ite_eq, Finset.sum_ite_eq', Finset.mem_univ, ↓reduceIte,
    h1, h2]
  · linear_combination hc
  · linear_combination (-s j) * hc
  · ring
  · ring

/-- For `⟨s,s⟩ ≠ 1` the energy shift is `(q e + ⟨s,Ds⟩ - 2⟨s,V⟩)/(1 - q)` with `q = ⟨s,s⟩`. -/
theorem energyShift_eq (e : ℝ) (V : n → ℝ) (D : Matrix n n ℝ) {s : n → ℝ}
    (hs : s ⬝ᵥ s ≠ 1) :
    energyShift e V D s =
      ((s ⬝ᵥ s) * e + s ⬝ᵥ D *ᵥ s - 2 * (s ⬝ᵥ V)) / (1 - s ⬝ᵥ s) := by
  have hc : (1 - s ⬝ᵥ s)⁻¹ * (1 - s ⬝ᵥ s) = 1 := inv_mul_cancel₀ (sub_ne_zero.mpr hs.symm)
  rw [energyShift, inv_eq_right_inv (overlap_mul_overlapInv hs), trace_mul_comm, div_eq_mul_inv]
  unfold hamiltonian overlapInv
  generalize (1 - s ⬝ᵥ s)⁻¹ = c at hc ⊢
  have h1 : ∑ k, V k * (c * s k) = c * (s ⬝ᵥ V) := by
    rw [dotProduct, Finset.mul_sum]
    exact Finset.sum_congr rfl fun k _ => by ring
  have h2 : ∑ i, ∑ k, D i k * (c * s k * s i) = c * (s ⬝ᵥ D *ᵥ s) := by
    simp only [dotProduct, mulVec, Finset.mul_sum]
    exact Finset.sum_congr rfl fun i _ => Finset.sum_congr rfl fun k _ => by ring
  simp only [trace, diag_apply, mul_apply, Fintype.sum_sum_type, fromBlocks_apply₁₁,
    fromBlocks_apply₁₂, fromBlocks_apply₂₁, fromBlocks_apply₂₂, of_apply, Matrix.add_apply,
    Matrix.one_apply, Finset.univ_unique, Finset.sum_singleton, mul_neg, mul_add,
    Finset.sum_add_distrib, Finset.sum_neg_distrib, mul_ite, mul_one, mul_zero,
    Finset.sum_ite_eq', Finset.mem_univ, ↓reduceIte, h1, h2]
  linear_combination e * hc

/-- Degenerate band at energy `d` with overlaps `s = -αV`: the energy shift in terms of
`v = ⟨V,V⟩`, for `α²v ≠ 1`. -/
theorem energyShift_degenerate (e d α : ℝ) (V : n → ℝ) (h : α ^ 2 * (V ⬝ᵥ V) ≠ 1) :
    energyShift e V (d • 1) ((-α) • V) =
      (α ^ 2 * (V ⬝ᵥ V) * (e + d) + 2 * α * (V ⬝ᵥ V)) / (1 - α ^ 2 * (V ⬝ᵥ V)) := by
  have hq : ((-α) • V) ⬝ᵥ ((-α) • V) = α ^ 2 * (V ⬝ᵥ V) := by
    simp only [smul_dotProduct, dotProduct_smul, smul_eq_mul]
    ring
  have hD : (d • (1 : Matrix n n ℝ)) *ᵥ ((-α) • V) = d • ((-α) • V) := by
    ext i
    simp [mulVec, dotProduct, Matrix.one_apply]
  have hV : ((-α) • V) ⬝ᵥ V = -α * (V ⬝ᵥ V) := by
    rw [smul_dotProduct, smul_eq_mul]
  rw [energyShift_eq e V _ (by rwa [hq]), hD, dotProduct_smul, hq, hV, smul_eq_mul]
  congr 1
  ring

end

end EnergyShiftDegenerate
```

Messages:

```
Main.lean:92:63: error: Tactic `rewrite` failed: Did not find an occurrence of the pattern
  -α • V ⬝ᵥ -α • V
in the target expression
  (-α • (-α • V ⬝ᵥ V) * e + -α • V ⬝ᵥ d • -α • V - 2 * -α • V ⬝ᵥ V) / (1 - -α • (-α • V ⬝ᵥ V)) =
    (α ^ 2 * V ⬝ᵥ V * (e + d) + 2 * α * V ⬝ᵥ V) / (1 - α ^ 2 * V ⬝ᵥ V)

n : Type u_1
inst✝¹ : Fintype n
inst✝ : DecidableEq n
e d α : ℝ
V : n → ℝ
h : α ^ 2 * V ⬝ᵥ V ≠ 1
hq : -α • V ⬝ᵥ -α • V = α ^ 2 * V ⬝ᵥ V
hD : (d • 1) *ᵥ -α • V = d • -α • V
hV : -α • V ⬝ᵥ V = -α * V ⬝ᵥ V
⊢ (-α • (-α • V ⬝ᵥ V) * e + -α • V ⬝ᵥ d • -α • V - 2 * -α • V ⬝ᵥ V) / (1 - -α • (-α • V ⬝ᵥ V)) =
    (α ^ 2 * V ⬝ᵥ V * (e + d) + 2 * α * V ⬝ᵥ V) / (1 - α ^ 2 * V ⬝ᵥ V)
```

The repair, with which the file compiles:

```diff
@@ -90,5 +90,5 @@
   have hV : ((-α) • V) ⬝ᵥ V = -α * (V ⬝ᵥ V) := by
     rw [smul_dotProduct, smul_eq_mul]
-  rw [energyShift_eq e V _ (by rwa [hq]), hD, dotProduct_smul, hq, hV, smul_eq_mul]
+  rw [energyShift_eq e V _ (by rwa [hq]), hD, hq, dotProduct_smul, hq, hV, smul_eq_mul]
   congr 1
   ring
```

The error says that `rw` found no `-α • V ⬝ᵥ -α • V` to rewrite with `hq`. The step before it, `dotProduct_smul`, had destroyed that product. This lemma pulls a scalar out of the right-hand factor of a dot product, and it was meant for the `d` in `-α • V ⬝ᵥ d • -α • V`. But `-α • V ⬝ᵥ -α • V` also fits its pattern, with `-α` as the scalar. `rw` fixed the pattern's variables on that product and rewrote all its instances to `-α • (-α • V ⬝ᵥ V)`, leaving the term with `d` untouched, as the printed goal shows.

The repair adds an `hq` before `dotProduct_smul`. It turns the products `-α • V ⬝ᵥ -α • V` into `α ^ 2 * (V ⬝ᵥ V)`, so the only dot product left with a scalar multiple on the right is the one with `d`. `dotProduct_smul` now takes out `d`, which exposes a new `-α • V ⬝ᵥ -α • V` for the second `hq` to rewrite.
